# The density of a harmonic-oscillator coherent state follows the classical orbit without changing shape

If I slide a Gaussian along a classical orbit and get its momentum wrong, the density still looks perfectly classical, but the wave function no longer solves the Schrödinger equation. So a density that follows the orbit does not show that the packet is right. For the oscillator with $\hbar=m=\omega=1$, I was given

$$\psi(x,t)=\exp\!\left[-\tfrac12(x-q)^2+ipx-\tfrac{it}{2}-\tfrac{ipq}{2}\right],\qquad q=q_0\cos t,\quad p=-q_0\sin t.$$

Is this an exact solution, and does the equation really force this $p$?

## Hamilton's equations sit in the coefficient of $x$

Yes to both, for a packet of this width and phase. Let $q(t)$ and $p(t)$ be any differentiable real functions. Differentiating the exponential gives

$$\psi_x=(-(x-q)+ip)\,\psi,\qquad \psi_{xx}=\left[(-(x-q)+ip)^2-1\right]\psi,$$

$$\psi_t=\left[(x-q)q'+ip'x-\tfrac i2-\tfrac i2(p'q+pq')\right]\psi.$$

Since $\psi$ never vanishes, we can divide $i\psi_t=-\tfrac12\psi_{xx}+\tfrac12x^2\psi$ by it. The terms in $x^2$ cancel, leaving

$$i(x-q)q'-p'x+\tfrac12+\tfrac12(p'q+pq')=qx+ip(x-q)+\tfrac12(p^2-q^2)+\tfrac12.$$

The coefficients of $x$ require $iq'-p'=q+ip$, that is, $q'=p$ and $p'=-q$. With these, the constant terms agree too. Your orbit satisfies both equations, as does the general one, $q=q_0\cos t+p_0\sin t$, $p=p_0\cos t-q_0\sin t$.

Only the real part of the exponent affects the modulus, so $|\psi|^2=e^{-(x-q)^2}$. Its integral is $\sqrt\pi$; the normalised state is $\pi^{-1/4}\psi$.

**One equation is not enough.** Take $q=0$ and $p=1$ at all times. Then $p'=-q$ holds but $q'=p$ fails. The divided equation reads $\tfrac12=ix+1$, which is false for every real $x$, although the density sits quietly at the origin.

**Numbers.** For $q_0=2$, $p_0=0$, $t=\pi/2$, we have $q=0$, $p=-2$, $q'=-2$, $p'=0$. Both sides of the divided equation equal $\tfrac52-2ix$. At $x=1$ the density is $e^{-1}\approx0.368$, or $0.208$ after normalisation, the same as at $x=3$ initially.

## What the Lean statements say

`packet q p t x` is the exponential above, and `oscillatorH` is the Hamiltonian as a differential expression. Time comes before position in `ψ t x`, the reverse of the usual order. `IsSchrodingerSolution` demands the equation at all real times and positions, together with the derivatives it uses; Lean's `deriv` would otherwise return zero where no derivative exists.

In `packet_solves_iff_hamilton`, `v` and `f` are the rates of change of `q` and `p`, and the theorem is the equivalence derived above. `coherentState_solves` applies it to the orbit with arbitrary `q0` and `p0`; your case is `p0 = 0`. The last three theorems give the density, its rigid motion and its integral.

The width is fixed at that of the ground state, and the phase $-t/2$ carries the zero-point energy. Identifying this pointwise solution with the unitary evolution generated by the self-adjoint Hamiltonian on $L^2$ is a further step. For one particle in an exactly harmonic one-dimensional well, the formula provides a reference for numerical wave-packet propagation.

```lean
import Mathlib

open Complex (I)

namespace OscillatorCoherentState

noncomputable section

/-- The unnormalised Gaussian wave packet with centre `q` and momentum `p`, carrying the phase
`-t/2 - pq/2`, in units where `ħ = m = ω = 1`. -/
def packet (q p t x : ℝ) : ℂ :=
  Complex.exp (-((x : ℂ) - q) ^ 2 / 2 + I * p * x - I * t / 2 - I * p * q / 2)

/-- The harmonic-oscillator Hamiltonian `-(1/2) d²/dx² + x²/2` acting on a wave function. -/
def oscillatorH (f : ℝ → ℂ) (x : ℝ) : ℂ :=
  -(1 / 2) * deriv (deriv f) x + (x : ℂ) ^ 2 / 2 * f x

/-- A wave function `ψ t x`, differentiable in time and twice differentiable in space,
that obeys the Schrödinger equation `i ∂ψ/∂t = H ψ` of the oscillator. -/
structure IsSchrodingerSolution (ψ : ℝ → ℝ → ℂ) : Prop where
  diff_time : ∀ t x, DifferentiableAt ℝ (fun s => ψ s x) t
  diff_space : ∀ t, Differentiable ℝ (ψ t)
  diff_space_two : ∀ t, Differentiable ℝ (deriv (ψ t))
  equation : ∀ t x, I * deriv (fun s => ψ s x) t = oscillatorH (ψ t) x

/-- The classical position at time `t` for initial position `q0` and momentum `p0`. -/
def orbitPosition (q0 p0 t : ℝ) : ℝ := q0 * Real.cos t + p0 * Real.sin t

/-- The classical momentum at time `t` for initial position `q0` and momentum `p0`. -/
def orbitMomentum (q0 p0 t : ℝ) : ℝ := p0 * Real.cos t - q0 * Real.sin t

/-- The unnormalised coherent state: the Gaussian packet carried along the classical orbit. -/
def coherentState (q0 p0 t x : ℝ) : ℂ :=
  packet (orbitPosition q0 p0 t) (orbitMomentum q0 p0 t) t x

/-- The spatial derivative multiplies the packet by `-(x - q) + ip`. -/
theorem packet_hasDerivAt (q p t x : ℝ) :
    HasDerivAt (packet q p t) ((-((x : ℂ) - q) + I * p) * packet q p t x) x := by
  have hx : HasDerivAt (fun y : ℝ => (y : ℂ)) 1 x := by
    simpa using (hasDerivAt_id x).ofReal_comp
  have h := ((((((hx.sub_const (q : ℂ)).fun_pow 2).fun_neg.div_const 2).fun_add
    (hx.const_mul (I * p))).sub_const (I * t / 2)).sub_const (I * p * q / 2)).cexp
  refine h.congr_deriv ?_
  simp only [packet, Nat.cast_ofNat, Nat.reduceSub, pow_one]
  ring

/-- The second spatial derivative multiplies the packet by `(-(x - q) + ip)² - 1`. -/
theorem packet_hasDerivAt_two (q p t x : ℝ) :
    HasDerivAt (deriv (packet q p t))
      (((-((x : ℂ) - q) + I * p) ^ 2 - 1) * packet q p t x) x := by
  have hd : deriv (packet q p t) =
      fun y : ℝ => (-((y : ℂ) - q) + I * p) * packet q p t y :=
    funext fun y => (packet_hasDerivAt q p t y).deriv
  have hx : HasDerivAt (fun y : ℝ => (y : ℂ)) 1 x := by
    simpa using (hasDerivAt_id x).ofReal_comp
  rw [hd]
  have h := ((hx.sub_const (q : ℂ)).fun_neg.add_const (I * p)).fun_mul
    (packet_hasDerivAt q p t x)
  refine h.congr_deriv ?_
  ring

/-- The time derivative of a packet whose centre and momentum change at the rates
`v` and `f`. -/
theorem packet_hasDerivAt_time {q p : ℝ → ℝ} {v f t : ℝ}
    (hq : HasDerivAt q v t) (hp : HasDerivAt p f t) (x : ℝ) :
    HasDerivAt (fun s => packet (q s) (p s) s x)
      ((((x : ℂ) - q t) * v + I * f * x - I / 2 - I * (f * q t + p t * v) / 2)
        * packet (q t) (p t) t x) t := by
  have hT : HasDerivAt (fun s : ℝ => (s : ℂ)) 1 t := by
    simpa using (hasDerivAt_id t).ofReal_comp
  have hQ := hq.ofReal_comp
  have hP := hp.ofReal_comp
  have h := ((((((hQ.const_sub (x : ℂ)).fun_pow 2).fun_neg.div_const 2).fun_add
    ((hP.const_mul I).mul_const (x : ℂ))).fun_sub ((hT.const_mul I).div_const 2)).fun_sub
    (((hP.const_mul I).fun_mul hQ).div_const 2)).cexp
  refine h.congr_deriv ?_
  simp only [packet, Nat.cast_ofNat, Nat.reduceSub, pow_one]
  ring

/-- A Gaussian packet with differentiable centre `q` and momentum `p` solves the oscillator's
Schrödinger equation exactly when Hamilton's equations `q' = p` and `p' = -q` hold. -/
theorem packet_solves_iff_hamilton {q p v f : ℝ → ℝ}
    (hq : ∀ t, HasDerivAt q (v t) t) (hp : ∀ t, HasDerivAt p (f t) t) :
    IsSchrodingerSolution (fun t => packet (q t) (p t) t) ↔
      ∀ t, v t = p t ∧ f t = -q t := by
  constructor
  · intro h t
    -- divide the Schrödinger equation by the packet, which vanishes nowhere
    have key : ∀ x : ℝ,
        I * (((x : ℂ) - q t) * v t + I * f t * x - I / 2
          - I * (f t * q t + p t * v t) / 2) =
        -(1 / 2) * ((-((x : ℂ) - q t) + I * p t) ^ 2 - 1) + (x : ℂ) ^ 2 / 2 := by
      intro x
      have e : I * deriv (fun s => packet (q s) (p s) s x) t =
          oscillatorH (packet (q t) (p t) t) x := h.equation t x
      rw [(packet_hasDerivAt_time (hq t) (hp t) x).deriv, oscillatorH,
        (packet_hasDerivAt_two (q t) (p t) t x).deriv] at e
      have hne : packet (q t) (p t) t x ≠ 0 := Complex.exp_ne_zero _
      apply mul_right_cancel₀ hne
      linear_combination e
    -- the part linear in x contains both of Hamilton's equations
    have k1 := key 1
    have k0 := key 0
    push_cast at k1 k0
    have k : I * (v t : ℂ) - f t = q t + I * p t := by
      linear_combination k1 - k0 - (f t : ℂ) * Complex.I_sq
    have hre := congrArg Complex.re k
    have him := congrArg Complex.im k
    simp at hre him
    exact ⟨by linarith, by linarith⟩
  · intro h
    refine ⟨fun t x => (packet_hasDerivAt_time (hq t) (hp t) x).differentiableAt,
      fun t x => (packet_hasDerivAt (q t) (p t) t x).differentiableAt,
      fun t x => (packet_hasDerivAt_two (q t) (p t) t x).differentiableAt, fun t x => ?_⟩
    obtain ⟨h1, h2⟩ := h t
    show I * deriv (fun s => packet (q s) (p s) s x) t =
      oscillatorH (packet (q t) (p t) t) x
    rw [(packet_hasDerivAt_time (hq t) (hp t) x).deriv, oscillatorH,
      (packet_hasDerivAt_two (q t) (p t) t x).deriv, h1, h2, Complex.ofReal_neg]
    linear_combination (-(q t : ℂ) * x - 1 / 2 + (q t : ℂ) ^ 2 / 2)
      * packet (q t) (p t) t x * Complex.I_sq

/-- For every initial position and momentum, the coherent state solves the oscillator's
Schrödinger equation. -/
theorem coherentState_solves (q0 p0 : ℝ) :
    IsSchrodingerSolution (coherentState q0 p0) := by
  have hq : ∀ t, HasDerivAt (orbitPosition q0 p0) (orbitMomentum q0 p0 t) t := by
    intro t
    refine (((Real.hasDerivAt_cos t).const_mul q0).fun_add
      ((Real.hasDerivAt_sin t).const_mul p0)).congr_deriv ?_
    simp only [orbitMomentum]
    ring
  have hp : ∀ t, HasDerivAt (orbitMomentum q0 p0) (-orbitPosition q0 p0 t) t := by
    intro t
    refine (((Real.hasDerivAt_cos t).const_mul p0).fun_sub
      ((Real.hasDerivAt_sin t).const_mul q0)).congr_deriv ?_
    simp only [orbitPosition]
    ring
  exact (packet_solves_iff_hamilton hq hp).mpr fun t => ⟨rfl, rfl⟩

/-- The density of the unnormalised coherent state is the Gaussian `exp(-(x - q(t))²)` centred on
the classical position. -/
theorem coherentState_density (q0 p0 t x : ℝ) :
    ‖coherentState q0 p0 t x‖ ^ 2 = Real.exp (-(x - orbitPosition q0 p0 t) ^ 2) := by
  unfold coherentState
  generalize orbitPosition q0 p0 t = q
  generalize orbitMomentum q0 p0 t = p
  -- separate the real part of the exponent from the phase
  have hsplit : -((x : ℂ) - q) ^ 2 / 2 + I * p * x - I * t / 2 - I * p * q / 2 =
      ((-(x - q) ^ 2 / 2 : ℝ) : ℂ) + ((p * x - t / 2 - p * q / 2 : ℝ) : ℂ) * I := by
    push_cast
    ring
  rw [packet, hsplit, Complex.exp_add, norm_mul, Complex.norm_exp_ofReal_mul_I, mul_one,
    Complex.norm_exp, Complex.ofReal_re, ← Real.exp_nat_mul]
  congr 1
  push_cast
  ring

/-- Seen from the moving classical position, the density at time `t` is the same as the
initial density seen from the initial position `q0`. -/
theorem coherentState_rigid (q0 p0 t y : ℝ) :
    ‖coherentState q0 p0 t (orbitPosition q0 p0 t + y)‖ ^ 2 =
      ‖coherentState q0 p0 0 (q0 + y)‖ ^ 2 := by
  have h0 : orbitPosition q0 p0 0 = q0 := by simp [orbitPosition]
  rw [coherentState_density, coherentState_density, h0, add_sub_cancel_left,
    add_sub_cancel_left]

/-- The density of the unnormalised coherent state integrates to `√π` at every time. -/
theorem coherentState_norm (q0 p0 t : ℝ) :
    ∫ x : ℝ, ‖coherentState q0 p0 t x‖ ^ 2 = √Real.pi := by
  simp_rw [coherentState_density]
  have hshift := MeasureTheory.integral_sub_right_eq_self (μ := MeasureTheory.volume)
    (fun y : ℝ => Real.exp (-y ^ 2)) (orbitPosition q0 p0 t)
  have hgauss : ∫ y : ℝ, Real.exp (-y ^ 2) = √Real.pi := by
    simpa using integral_gaussian 1
  exact hshift.trans hgauss

end

end OscillatorCoherentState
```

```lean
#print axioms OscillatorCoherentState.coherentState_solves
#print axioms OscillatorCoherentState.coherentState_density
#print axioms OscillatorCoherentState.coherentState_rigid
#print axioms OscillatorCoherentState.coherentState_norm
```

```
'OscillatorCoherentState.coherentState_solves' depends on axioms: [propext, Classical.choice, Quot.sound]
'OscillatorCoherentState.coherentState_density' depends on axioms: [propext, Classical.choice, Quot.sound]
'OscillatorCoherentState.coherentState_rigid' depends on axioms: [propext, Classical.choice, Quot.sound]
'OscillatorCoherentState.coherentState_norm' depends on axioms: [propext, Classical.choice, Quot.sound]
```

## From derivatives to the moving Gaussian

The three `packet_hasDerivAt` lemmas are the three derivatives above, built with the chain and product rules; `ring` tidies the prefactors.

For the forward direction of the equivalence, `key` is the equation divided by the packet, with `Complex.exp_ne_zero` permitting the division. Subtracting its value at $x=0$ from that at $x=1$ isolates the coefficient of $x$, and real and imaginary parts give Hamilton's equations. For the converse, these equations are substituted and `linear_combination` closes the identity using $i^2=-1$. `coherentState_solves` then only has to differentiate sines and cosines.

For the density, `hsplit` separates the exponent into real and imaginary parts, and the phase factor has modulus one. Rigidity follows because both densities reduce to $e^{-y^2}$ at displacement $y$ from the centre. The integral is shifted back to the origin, where `integral_gaussian` evaluates it.
